# An electron started on one site of a symmetric dimer with hopping t > 0 and dephasing rate G > 0 keeps a positive imbalance exactly when G ≥ 4t

Suppose that hopping between two sites is described by a classical rate equation with equal rates in both directions. The population imbalance $z$ then decays from 1 to 0 and never changes sign. Now let the two site energies be equal, let $t$ be the coherent hopping, and let $G$ be the rate at which dephasing damps the off-diagonal elements of the density matrix, with $\hbar=1$. At $G=2t$ the classical picture is qualitatively wrong: at one moment $z\approx-0.16$, so the electron is more likely to be on the site where it did not start. For an electron that starts on one site, the imbalance changes sign for every $0<G<4t$ and for no $G\ge 4t$. For this two-site, one-electron model with memoryless dephasing, the threshold gives a simple check on a density-matrix propagator.

## The density matrix obeys a dephasing master equation

The hypothesis `Evolves t G ρ` says that, at every real time and element by element, with $\hbar=1$,

$$\rho'=-i[H,\rho]+\tfrac G2(\sigma_z\rho\sigma_z-\rho).$$

Here $H$ has equal site energies and off-diagonal elements $t$, and $\sigma_z$ is `siteZ`. The postulated constant $G$ stands for phonons that shake the site energies quickly and at random. The lattice does not respond to the electron, so the model contains no self-trapping.

In Lean 4 with Mathlib:

```lean
import Mathlib

open Matrix

namespace DephasedDimer

noncomputable section

/-- The hopping Hamiltonian of a dimer with equal site energies and hopping amplitude `t`. -/
def hopping (t : ℝ) : Matrix (Fin 2) (Fin 2) ℂ := !![0, (t : ℂ); (t : ℂ), 0]

/-- The site-difference operator, `+1` on the left site and `-1` on the right site. -/
def siteZ : Matrix (Fin 2) (Fin 2) ℂ := !![1, 0; 0, -1]

/-- The right-hand side of the master equation: coherent hopping plus pure dephasing,
which damps the off-diagonal elements at rate `G`. -/
def generator (t G : ℝ) (ρ : Matrix (Fin 2) (Fin 2) ℂ) : Matrix (Fin 2) (Fin 2) ℂ :=
  (-Complex.I) • (hopping t * ρ - ρ * hopping t) + (G / 2) • (siteZ * ρ * siteZ - ρ)

/-- The trajectory `ρ` solves the master equation, element by element. -/
def Evolves (t G : ℝ) (ρ : ℝ → Matrix (Fin 2) (Fin 2) ℂ) : Prop :=
  ∀ s i j, HasDerivAt (fun τ => ρ τ i j) (generator t G (ρ s) i j) s
```

The prefactor $G/2$ is easy to get wrong. Since $\sigma_z\rho\sigma_z$ reverses the sign of the off-diagonal elements, they decay at rate $G$. With prefactor $G$ they would decay at $2G$, and the threshold would read $G\ge 2t$.

The next definitions fix the initial state, the two observables and the two characteristic rates. Index 0 is the left site and index 1 the right site. For a Hermitian $\rho$, `coherence` is twice the imaginary part of $\rho_{01}$.

```lean
/-- The state with the electron on the left site. -/
def leftSite : Matrix (Fin 2) (Fin 2) ℂ := !![1, 0; 0, 0]

/-- The population of the left site minus that of the right site. -/
def imbalance (ρ : Matrix (Fin 2) (Fin 2) ℂ) : ℝ := (ρ 0 0).re - (ρ 1 1).re

/-- The imaginary part of `ρ 0 1` minus that of `ρ 1 0`. -/
def coherence (ρ : Matrix (Fin 2) (Fin 2) ℂ) : ℝ := (ρ 0 1).im - (ρ 1 0).im

/-- The smaller decay rate of the overdamped dimer. -/
def slowRate (t G : ℝ) : ℝ := (G - Real.sqrt (G ^ 2 - 16 * t ^ 2)) / 2

/-- The oscillation frequency of the underdamped dimer. -/
def frequency (t G : ℝ) : ℝ := Real.sqrt (4 * t ^ 2 - G ^ 2 / 4)
```

By hand, the matrix elements give

$$\rho_{00}'=-it(\rho_{10}-\rho_{01})=-\rho_{11}',$$
$$\rho_{01}'=it(\rho_{00}-\rho_{11})-G\rho_{01},\qquad \rho_{10}'=-it(\rho_{00}-\rho_{11})-G\rho_{10}.$$

With $z=\mathrm{Re}(\rho_{00}-\rho_{11})$ and $y=\mathrm{Im}(\rho_{01}-\rho_{10})$ this becomes

$$z'=-2ty,\qquad y'=2tz-Gy.$$

Hence $z''=-2ty'=-4t^2z+2tGy=-4t^2z-Gz'$, the damped oscillator equation.

In the proof, `bloch_equations` takes real and imaginary parts of the master equation and expands the matrix products. `damped_oscillator` differentiates once more. The later theorems use the first-order pair directly.

```lean
/-- The time derivative of an exponential with rate `p`. -/
lemma hasDerivAt_exp_rate (p x : ℝ) :
    HasDerivAt (fun τ : ℝ => Real.exp (p * τ)) (p * Real.exp (p * x)) x := by
  have h : HasDerivAt (fun τ : ℝ => p * τ) p x := by
    simpa using (hasDerivAt_id' x).const_mul p
  exact h.exp.congr_deriv (mul_comm _ _)

/-- The master equation closes on the imbalance and the coherence:
`z' = -2ty` and `y' = 2tz - Gy`. -/
theorem bloch_equations {t G : ℝ} {ρ : ℝ → Matrix (Fin 2) (Fin 2) ℂ}
    (h : Evolves t G ρ) (s : ℝ) :
    HasDerivAt (fun τ => imbalance (ρ τ)) (-(2 * t * coherence (ρ s))) s ∧
    HasDerivAt (fun τ => coherence (ρ τ))
      (2 * t * imbalance (ρ s) - G * coherence (ρ s)) s := by
  have re : ∀ i j, HasDerivAt (fun τ => (ρ τ i j).re) (generator t G (ρ s) i j).re s :=
    fun i j => Complex.reCLM.hasFDerivAt.comp_hasDerivAt s (h s i j)
  have im : ∀ i j, HasDerivAt (fun τ => (ρ τ i j).im) (generator t G (ρ s) i j).im s :=
    fun i j => Complex.imCLM.hasFDerivAt.comp_hasDerivAt s (h s i j)
  constructor
  · refine ((re 0 0).fun_sub (re 1 1)).congr_deriv ?_
    simp only [generator, Matrix.add_apply, Matrix.sub_apply, Matrix.smul_apply,
      Matrix.mul_apply, Fin.sum_univ_two]
    simp [hopping, siteZ, coherence]
    ring
  · refine ((im 0 1).fun_sub (im 1 0)).congr_deriv ?_
    simp only [generator, Matrix.add_apply, Matrix.sub_apply, Matrix.smul_apply,
      Matrix.mul_apply, Fin.sum_univ_two]
    simp [hopping, siteZ, coherence, imbalance]
    ring

/-- The imbalance obeys the damped oscillator equation `z'' + G z' + 4t² z = 0`. -/
theorem damped_oscillator {t G : ℝ} {ρ : ℝ → Matrix (Fin 2) (Fin 2) ℂ}
    (h : Evolves t G ρ) (s : ℝ) :
    deriv (deriv fun τ => imbalance (ρ τ)) s + G * deriv (fun τ => imbalance (ρ τ)) s
      + 4 * t ^ 2 * imbalance (ρ s) = 0 := by
  have h1 : (deriv fun τ => imbalance (ρ τ)) = fun τ => -(2 * t * coherence (ρ τ)) :=
    funext fun τ => (bloch_equations h τ).1.deriv
  have h2 := ((bloch_equations h s).2.const_mul (2 * t)).fun_neg.deriv
  rw [h1, h2]
  ring
```

With a different master equation the result can change. A difference in site energy, for example, brings the real part of $\rho_{01}$ into the equation for $y$, and the second-order equation for $z$ no longer closes.

The statement could also have been modelled with the scalar equation for $z$ as its hypothesis. It would then cover any oscillator of this form, but the factor $4t^2$ and the meaning of $G$ would be assumptions instead of consequences.

## The electron starts on the left site

The hypothesis `ρ 0 = leftSite` means full occupation of the left site and no coherence. It supplies $z(0)=1$ and $y(0)=0$, hence $z'(0)=0$. These values appear in the proofs as `z0` and `y0`, and they fix the constants in both derivations below.

For other initial states the threshold can fail. A state with a small positive imbalance and a large positive $y$ can cross $z=0$ even when $G\ge4t$, because it starts with a population current towards the right site.

## Strong dephasing: G ≥ 4t

Physically, coherence is lost too fast for the population to swing across. By hand, the condition makes the smaller decay rate real:

$$q=\frac{G-\sqrt{G^2-16t^2}}2,\qquad q(G-q)=4t^2.$$

For $t>0$ the root is smaller than $G$, so $q>0$. Put $u=z'+qz=qz-2ty$. Then

$$u'=-(G-q)z'-4t^2z=-(G-q)u,$$

so $u(s)=q\,e^{-(G-q)s}>0$. Therefore $(e^{qs}z)'=e^{qs}u>0$, and $e^{qs}z(s)>1$ for $s>0$. This gives $z(s)>e^{-qs}$, also at $G=4t$, where the two decay rates coincide.

In the proof, `hroot` and `hpq` use the condition to establish the product of the rates. `hu` shows that $e^{(G-q)s}u$ has zero derivative, `hpos` deduces $u>0$, and `hmono` is the monotonicity step.

```lean
/-- For `t > 0` and `G ≥ 4t` the imbalance of an electron started on the left site exceeds a pure
exponential decay at the slow rate at every positive time. -/
theorem overdamped_lower_bound {t G : ℝ} {ρ : ℝ → Matrix (Fin 2) (Fin 2) ℂ}
    (h : Evolves t G ρ) (h0 : ρ 0 = leftSite) (ht : 0 < t) (hG : 4 * t ≤ G)
    {s : ℝ} (hs : 0 < s) :
    Real.exp (-(slowRate t G * s)) < imbalance (ρ s) := by
  have z0 : imbalance (ρ 0) = 1 := by simp [h0, imbalance, leftSite]
  have y0 : coherence (ρ 0) = 0 := by simp [h0, coherence, leftSite]
  have hroot : Real.sqrt (G ^ 2 - 16 * t ^ 2) ^ 2 = G ^ 2 - 16 * t ^ 2 :=
    Real.sq_sqrt (by nlinarith)
  have hlt : Real.sqrt (G ^ 2 - 16 * t ^ 2) < G :=
    (Real.sqrt_lt' (by linarith)).2 (by nlinarith [mul_pos ht ht])
  have hq : 0 < slowRate t G := by unfold slowRate; linarith
  have hpq : slowRate t G * (G - slowRate t G) = 4 * t ^ 2 := by
    unfold slowRate; linear_combination (-1 / 4) * hroot
  generalize slowRate t G = q at hq hpq ⊢
  -- the combination z' + q z decays as a single exponential
  have hu : ∀ x, HasDerivAt (fun τ => Real.exp ((G - q) * τ) *
      (q * imbalance (ρ τ) - 2 * t * coherence (ρ τ))) 0 x := fun x =>
    ((hasDerivAt_exp_rate (G - q) x).fun_mul
      (((bloch_equations h x).1.const_mul q).fun_sub
        ((bloch_equations h x).2.const_mul (2 * t)))).congr_deriv (by
          linear_combination Real.exp ((G - q) * x) * imbalance (ρ x) * hpq)
  have hpos : ∀ x, 0 < q * imbalance (ρ x) - 2 * t * coherence (ρ x) := by
    intro x
    have hc := is_const_of_deriv_eq_zero (fun x => (hu x).differentiableAt)
      (fun x => (hu x).deriv) x 0
    simp only [mul_zero, Real.exp_zero, z0, y0, sub_zero, mul_one, one_mul] at hc
    exact pos_of_mul_pos_right (hc ▸ hq) (Real.exp_pos _).le
  -- hence exp(q s) z is strictly increasing
  have hf : ∀ x, HasDerivAt (fun τ => Real.exp (q * τ) * imbalance (ρ τ))
      (Real.exp (q * x) * (q * imbalance (ρ x) - 2 * t * coherence (ρ x))) x := fun x =>
    ((hasDerivAt_exp_rate q x).fun_mul (bloch_equations h x).1).congr_deriv (by ring)
  have hmono : StrictMono (fun τ => Real.exp (q * τ) * imbalance (ρ τ)) :=
    strictMono_of_deriv_pos fun x => by
      rw [(hf x).deriv]; exact mul_pos (Real.exp_pos _) (hpos x)
  have h1 := hmono hs
  simp only [mul_zero, Real.exp_zero, z0, mul_one] at h1
  have hE : Real.exp (-(q * s)) * Real.exp (q * s) = 1 := by
    rw [← Real.exp_add]; simp
  calc Real.exp (-(q * s)) = Real.exp (-(q * s)) * 1 := (mul_one _).symm
    _ < Real.exp (-(q * s)) * (Real.exp (q * s) * imbalance (ρ s)) :=
        mul_lt_mul_of_pos_left h1 (Real.exp_pos _)
    _ = imbalance (ρ s) := by rw [← mul_assoc, hE, one_mul]
```

Without the condition the decay rates are complex and the imbalance oscillates.

## Weak dephasing: G² < 16t²

This is the complementary regime, in which $\omega=\sqrt{4t^2-G^2/4}$ is a real, positive frequency. Let $a=e^{G\tau/2}z(\tau)$. The oscillator equation gives $a''=-\omega^2a$. For a fixed time $s$, the combination

$$F(\tau)=\omega a\cos\omega(s-\tau)+a'\sin\omega(s-\tau)$$

has derivative $(\omega^2a+a'')\sin\omega(s-\tau)=0$. Equating $F(s)=\omega e^{Gs/2}z(s)$ with $F(0)=\omega\cos\omega s+\tfrac G2\sin\omega s$ gives

$$z(s)=e^{-Gs/2}\Big(\cos\omega s+\frac{G}{2\omega}\sin\omega s\Big).$$

At $s=n\pi/\omega$ the sine vanishes and $z=(-1)^n e^{-Gn\pi/(2\omega)}$.

In the proof, `hF` is the statement $F'=0$, and `hc` equates the values at $s$ and 0. The condition enters through `hw`, which allows the division by $\omega$, and through `hw2`, which gives the value of $\omega^2$. At $G=4t$ the frequency is zero and this formula no longer applies.

```lean
/-- For `G² < 16t²` the imbalance of an electron started on the left site is `exp(-Gs/2)` times an
explicit oscillation at the frequency `frequency t G`. -/
theorem underdamped_solution {t G : ℝ} {ρ : ℝ → Matrix (Fin 2) (Fin 2) ℂ}
    (h : Evolves t G ρ) (h0 : ρ 0 = leftSite) (hG : G ^ 2 < 16 * t ^ 2) (s : ℝ) :
    imbalance (ρ s) = Real.exp (-(G / 2 * s)) * (Real.cos (frequency t G * s)
      + G / (2 * frequency t G) * Real.sin (frequency t G * s)) := by
  have z0 : imbalance (ρ 0) = 1 := by simp [h0, imbalance, leftSite]
  have y0 : coherence (ρ 0) = 0 := by simp [h0, coherence, leftSite]
  have hw : 0 < frequency t G := Real.sqrt_pos.2 (by linarith)
  have hw2 : frequency t G ^ 2 = 4 * t ^ 2 - G ^ 2 / 4 := Real.sq_sqrt (by linarith)
  generalize frequency t G = w at hw hw2 ⊢
  -- a conserved combination that connects time 0 with time s
  have hF : ∀ x, HasDerivAt (fun τ => Real.exp (G / 2 * τ) *
      (w * imbalance (ρ τ) * Real.cos (w * (s - τ)) +
        (G / 2 * imbalance (ρ τ) - 2 * t * coherence (ρ τ)) * Real.sin (w * (s - τ)))) 0 x := by
    intro x
    have hl : HasDerivAt (fun τ : ℝ => w * (s - τ)) (-w) x := by
      simpa using ((hasDerivAt_id' x).const_sub s).const_mul w
    obtain ⟨hz, hy⟩ := bloch_equations h x
    refine ((hasDerivAt_exp_rate (G / 2) x).fun_mul
      (((hz.const_mul w).fun_mul hl.cos).fun_add
        (((hz.const_mul (G / 2)).fun_sub (hy.const_mul (2 * t))).fun_mul hl.sin))).congr_deriv ?_
    linear_combination
      Real.exp (G / 2 * x) * imbalance (ρ x) * Real.sin (w * (s - x)) * hw2
  have hc := is_const_of_deriv_eq_zero (fun x => (hF x).differentiableAt)
    (fun x => (hF x).deriv) s 0
  simp only [sub_self, mul_zero, Real.cos_zero, Real.sin_zero, Real.exp_zero, z0, y0,
    sub_zero, mul_one, one_mul, add_zero] at hc
  have hE : Real.exp (-(G / 2 * s)) * Real.exp (G / 2 * s) = 1 := by
    rw [← Real.exp_add]; simp
  have hd : w * (G / (2 * w)) = G / 2 := by field_simp
  apply mul_left_cancel₀ hw.ne'
  linear_combination Real.exp (-(G / 2 * s)) * hc - w * imbalance (ρ s) * hE
    - Real.exp (-(G / 2 * s)) * Real.sin (w * s) * hd

/-- For `G² < 16t²` the imbalance at the times `nπ/ω` alternates in sign, with magnitude
`exp(-Gnπ/(2ω))`, where `ω = frequency t G`. -/
theorem underdamped_alternation {t G : ℝ} {ρ : ℝ → Matrix (Fin 2) (Fin 2) ℂ}
    (h : Evolves t G ρ) (h0 : ρ 0 = leftSite) (hG : G ^ 2 < 16 * t ^ 2) (n : ℕ) :
    imbalance (ρ (n * Real.pi / frequency t G)) =
      (-1) ^ n * Real.exp (-(G / 2 * (n * Real.pi / frequency t G))) := by
  have hw : 0 < frequency t G := Real.sqrt_pos.2 (by linarith)
  have ha : frequency t G * (n * Real.pi / frequency t G) = n * Real.pi := by
    field_simp
  rw [underdamped_solution h h0 hG, ha, Real.cos_nat_mul_pi, Real.sin_nat_mul_pi]
  ring
```

## Positive hopping and positive dephasing

The final theorem takes any trajectory satisfying the first two hypotheses, with `0 < t` and `0 < G`. It states that $z(s)>0$ for all $s>0$ if and only if $4t\le G$. The trajectory is given, not constructed.

If $G\ge4t$, the exponential lower bound is positive. If $G<4t$, the two sign conditions give $G^2<16t^2$, and the case $n=1$ makes $z(\pi/\omega)$ negative, which contradicts positivity.

```lean
/-- An electron started on the left site of a dimer with hopping `t > 0` and dephasing `G > 0` keeps
a positive imbalance at all positive times if and only if `G ≥ 4t`. -/
theorem imbalance_pos_iff {t G : ℝ} {ρ : ℝ → Matrix (Fin 2) (Fin 2) ℂ}
    (h : Evolves t G ρ) (h0 : ρ 0 = leftSite) (ht : 0 < t) (hG : 0 < G) :
    (∀ s, 0 < s → 0 < imbalance (ρ s)) ↔ 4 * t ≤ G := by
  constructor
  · intro hpos
    by_contra hlt
    have hlt' : G < 4 * t := lt_of_not_ge hlt
    have hsq : G ^ 2 < 16 * t ^ 2 := by nlinarith
    have hw : 0 < frequency t G := Real.sqrt_pos.2 (by linarith)
    -- after half a period the electron is more likely to be on the other site
    have h1 := underdamped_alternation h h0 hsq 1
    simp only [Nat.cast_one, one_mul, pow_one] at h1
    have h2 := hpos (Real.pi / frequency t G) (div_pos Real.pi_pos hw)
    have h3 := Real.exp_pos (-(G / 2 * (Real.pi / frequency t G)))
    linarith
  · intro hle s hs
    exact (Real.exp_pos _).trans (overdamped_lower_bound h h0 ht hle hs)

end

end DephasedDimer
```

```lean
#print axioms DephasedDimer.damped_oscillator
-- 'DephasedDimer.damped_oscillator' depends on axioms: [propext, Classical.choice, Quot.sound]
#print axioms DephasedDimer.imbalance_pos_iff
-- 'DephasedDimer.imbalance_pos_iff' depends on axioms: [propext, Classical.choice, Quot.sound]
```

For an electron started on the left site, the populations depend on $t$ only through $t^2$, so for negative $t$ the criterion as written would fail and $4|t|$ would have to replace $4t$. The condition $G>0$ expresses that dephasing damps coherence. At $G=0$ the imbalance is $\cos 2ts$, which agrees with the criterion; a negative $G$ would amplify coherence and has no meaning as dephasing.
